# A bound on a partial wave's second energy derivative makes its overlap with a fixed vector convex in energy once a suitable quadratic is added

The theorem `CurvatureBound.convex_overlap` concerns a partial wave φ(t), depending on energy t and taking values in a real inner product space, and its overlap with a fixed vector w. If φ is continuous on [a, b] and twice differentiable inside, with ‖φ''(t)‖ ≤ M there, then ⟨w, φ(t)⟩ + M‖w‖t²/2 is a convex function of t on [a, b]. Neither φ nor w need be normalised, and φ is not required to solve any wave equation. The attempt uses the second-derivative test: the second derivative is ⟨w, φ''(t)⟩ + M‖w‖, which the Cauchy-Schwarz inequality and the bound on φ'' show to be non-negative.

The failing Lean file:

```lean
import Mathlib

open Set

namespace ConvexOverlap

noncomputable section

variable {V : Type*} [NormedAddCommGroup V] [InnerProductSpace ℝ V]

/-- The partial wave `φ` is continuous in energy on `[a, b]` and has first and second energy
derivatives `φ'` and `φ''` inside, the second of norm at most `M`. -/
structure CurvatureBound (φ φ' φ'' : ℝ → V) (a b M : ℝ) : Prop where
  cont : ContinuousOn φ (Icc a b)
  deriv1 : ∀ t ∈ Ioo a b, HasDerivAt φ (φ' t) t
  deriv2 : ∀ t ∈ Ioo a b, HasDerivAt φ' (φ'' t) t
  bound : ∀ t ∈ Ioo a b, ‖φ'' t‖ ≤ M

variable {φ φ' φ'' : ℝ → V} {a b M e : ℝ}

/-- The energy derivative of `c t² / 2` is `c t`. -/
theorem hasDerivAt_half_sq (c t : ℝ) :
    HasDerivAt (fun s : ℝ => c / 2 * (s * s)) (c * t) t :=
  (((hasDerivAt_id' t).fun_mul (hasDerivAt_id' t)).const_mul (c / 2)).congr_deriv (by ring)

/-- Under a curvature bound `M` on `[a, b]`, the overlap of the partial wave with a fixed vector `w`
becomes a convex function of energy on `[a, b]` once `M ‖w‖ t² / 2` is added. -/
theorem CurvatureBound.convex_overlap (h : CurvatureBound φ φ' φ'' a b M) (w : V) :
    ConvexOn ℝ (Icc a b) (fun t => inner ℝ w (φ t) + M * ‖w‖ / 2 * (t * t)) := by
  have key : ∀ (ψ : ℝ → V) (v : V) (t : ℝ), HasDerivAt ψ v t →
      HasDerivAt (fun s => inner ℝ w (ψ s)) (inner ℝ w v) t := by
    intro ψ v t hd
    simpa using (hasDerivAt_const t w).inner ℝ hd
  refine convexOn_of_hasDerivWithinAt2_nonneg (convex_Icc a b)
    (f' := fun t => inner ℝ w (φ' t) + M * ‖w‖ * t)
    (f'' := fun t => inner ℝ w (φ'' t) + M * ‖w‖) ?_ ?_ ?_ ?_
  · exact (continuousOn_const.inner ℝ h.cont).add (by fun_prop)
  · intro t ht
    rw [interior_Icc] at ht
    exact ((key φ _ t (h.deriv1 t ht)).fun_add
      (hasDerivAt_half_sq (M * ‖w‖) t)).hasDerivWithinAt
  · intro t ht
    rw [interior_Icc] at ht
    exact ((key φ' _ t (h.deriv2 t ht)).fun_add
      (((hasDerivAt_id' t).const_mul (M * ‖w‖)).congr_deriv (mul_one _))).hasDerivWithinAt
  · intro t ht
    rw [interior_Icc] at ht
    change 0 ≤ inner ℝ w (φ'' t) + M * ‖w‖
    -- Cauchy-Schwarz bounds the curvature of the overlap
    have h1 := abs_real_inner_le_norm w (φ'' t)
    have h2 := mul_le_mul_of_nonneg_left (h.bound t ht) (norm_nonneg w)
    linarith [neg_abs_le (inner ℝ w (φ'' t))]

end

end ConvexOverlap
```

Lean reports:

```
Main.lean:37:36: error: Application type mismatch: The argument
  ℝ
has type
  Type
of sort `Type 1` but is expected to have type
  ContinuousOn ?m.159 ?m.160
of sort `Prop` in the application
  ContinuousOn.inner continuousOn_const ℝ
```

Lean accepts the file once it reads:

```diff
@@ -35,5 +35,7 @@
     (f' := fun t => inner ℝ w (φ' t) + M * ‖w‖ * t)
     (f'' := fun t => inner ℝ w (φ'' t) + M * ‖w‖) ?_ ?_ ?_ ?_
-  · exact (continuousOn_const.inner ℝ h.cont).add (by fun_prop)
+  · have hov : ContinuousOn (fun t => inner ℝ w (φ t)) (Icc a b) :=
+      ContinuousOn.inner continuousOn_const h.cont
+    exact hov.add (by fun_prop)
   · intro t ht
     rw [interior_Icc] at ht
@@ -46,5 +48,5 @@
   · intro t ht
     rw [interior_Icc] at ht
-    change 0 ≤ inner ℝ w (φ'' t) + M * ‖w‖
+
     -- Cauchy-Schwarz bounds the curvature of the overlap
     have h1 := abs_real_inner_le_norm w (φ'' t)
```

Diagnosis. The error is in the proof that the function is continuous on [a, b]. In `continuousOn_const.inner ℝ h.cont`, dot notation makes `continuousOn_const` the first continuity proof given to `ContinuousOn.inner`. The next explicit argument should be the second continuity proof, but the code supplies `ℝ`, which is a type, and Lean reports the mismatch. The scalar field is not an explicit argument at that place, although `HasDerivAt.inner`, used earlier in the file, does take `ℝ` there.

The repair drops `ℝ` and passes `h.cont` as the second proof. It also puts this step in a separate `have`, whose stated type writes out the overlap `inner ℝ w (φ t)` and so tells Lean the scalar field, the functions and the set. The quadratic term is then added with `hov.add`, as before.

Removing the `change` line in the last case is mere tidying: no message concerns it, and it only restated the goal.
